# Chiral order in an N-site cell of a classical spin chain: the threshold tan(π/N) < D/J for N ≥ 3

Take a periodic chain of classical unit spins with nearest-neighbour exchange J > 0 and chiral coupling D ≥ 0. In a cell of N ≥ 3 sites, some spiral that fits the cell lies below the ferromagnet exactly when tan(π/N) < D/J. The same condition decides whether any texture of the cell does. For D > 0 a spiral of free pitch always lies below the ferromagnet, so cells with tan(π/N) ≥ D/J miss it. For supercell calculations that map onto this classical nearest-neighbour model, the threshold gives the shortest cell with N ≥ 3 in which a chiral texture can lie below the ferromagnet.

## Spirals and their pitch

Let S(n) be the spin at site n. The bond energy is

−J S(n)·S(n+1) − D (S(n) × S(n+1))_z.

The D term is the Dzyaloshinskii-Moriya coupling, which spin-orbit coupling produces where inversion symmetry is broken. For the spiral S(n) = (cos qn, sin qn, 0), the dot product is cos q and the z component of the cross product is sin q, so the energy per site is

E(q) = −J cos q − D sin q.

The spiral fits the cell when qN is a multiple of 2π, that is, when q = 2πk/N with k an integer.

For free pitch and D > 0, put p = arctan(D/J). Then J sin p = D cos p, and

cos p · E(q) = −J cos(q − p).

Since cos p > 0, the minimum over q is at q = p. It lies below E(0) because cos p < 1.

In the cell, put φ = π/N and try k = 1:

E(2φ) − E(0) = J(1 − cos 2φ) − D sin 2φ = 2 sin φ (J sin φ − D cos φ).

This is negative exactly when tan φ < D/J.

## A bound on the chirality of closed polygons

To exclude every other texture below the threshold, let x(n), y(n) be the in-plane spin components and define

C = Σ [x(n) y(n+1) − y(n) x(n+1)],
A = Σ [(x(n+1) − x(n))² + (y(n+1) − y(n))²],

summed over n = 0, …, N−1. The claim is 2tC ≤ A, with t = tan φ.

Moving the first vertex to the origin changes neither sum, because the polygon is closed. Let r(n) = (a(n), b(n)) be the shifted vertices and

F(n) = |r(n+1) − r(n)|² − 2t [a(n) b(n+1) − b(n) a(n+1)].

For 1 ≤ n ≤ N−1 set w(n) = t cot(nφ). For 1 ≤ n ≤ N−2,

1 + w(n) = sin((n+1)φ) / (cos φ sin nφ) > 0,
1 − w(n+1) = sin nφ / (cos φ sin((n+1)φ)),

so their product is 1/cos²φ = 1 + t². Expanding with this product gives

(1 + w(n)) [F(n) + w(n)|r(n)|² − w(n+1)|r(n+1)|²]
= [(1 + w(n)) a(n) − a(n+1) − t b(n+1)]² + [(1 + w(n)) b(n) − b(n+1) + t a(n+1)]² ≥ 0.

Hence F(n) ≥ w(n+1)|r(n+1)|² − w(n)|r(n)|². Since r(0) = 0 and w(1) = 1, the first bond gives F(0) = w(1)|r(1)|². The sum telescopes:

F(0) + … + F(N−2) ≥ w(N−1)|r(N−1)|² = −|r(N−1)|².

The last bond ends at r(N) = 0, so F(N−1) = |r(N−1)|². The total A − 2tC is therefore nonnegative.

For unit spins, −J u·v = −J + (J/2)|v − u|². Dropping the z differences gives

cell energy + JN ≥ (J/2)A − DC.

Let D ≤ Jt. If C ≥ 0, then DC ≤ JtC ≤ JA/2; if C ≤ 0, then DC ≤ 0. Either way, no texture lies below the ferromagnet.

## Spins, cells and energies in Lean

```lean
import Mathlib

open Matrix Finset
open scoped Real

namespace ChiralSpiralSupercell

noncomputable section
```

A spin is a vector `Fin 3 → ℝ`, with components 0, 1, 2 for x, y, z.

```lean
/-- Energy of a bond between classical spins `u` and `v`: Heisenberg exchange `J` and a
Dzyaloshinskii-Moriya coupling `D` along the z axis. -/
def bondEnergy (J D : ℝ) (u v : Fin 3 → ℝ) : ℝ := -J * (u ⬝ᵥ v) - D * (u ⨯₃ v) 2
```

The cell energy counts N bonds, including the one that leads into the next cell.

```lean
/-- Energy of the `N` bonds that start in one cell of the chain. -/
def cellEnergy (J D : ℝ) (N : ℕ) (S : ℕ → Fin 3 → ℝ) : ℝ :=
  ∑ n ∈ range N, bondEnergy J D (S n) (S (n + 1))
```

A texture has unit spins and repeats strictly after N sites, with no twist at the boundary.

```lean
/-- A spin texture of an `N`-site periodic cell: unit spins that repeat after `N` sites. -/
def IsCellTexture (N : ℕ) (S : ℕ → Fin 3 → ℝ) : Prop :=
  (∀ n, S n ⬝ᵥ S n = 1) ∧ ∀ n, S (n + N) = S n
```

The spiral turns in the plane perpendicular to the chiral axis.

```lean
/-- The planar spiral that turns by the angle `q` from site to site; `q = 0` is the ferromagnet. -/
def spiral (q : ℝ) (n : ℕ) : Fin 3 → ℝ := ![Real.cos (q * n), Real.sin (q * n), 0]

/-- The energy per site `-J cos q - D sin q`. -/
def spiralEnergy (J D q : ℝ) : ℝ := -J * Real.cos q - D * Real.sin q
```

Apart from the D term, the model has no magnetic anisotropy. It also has no applied field, longer-range coupling or quantum fluctuations.

## Spiral energies and allowed pitches

The Cartesian form of the bond energy serves the later algebra.

```lean
/-- The bond energy written in Cartesian spin components. -/
theorem bondEnergy_eq (J D : ℝ) (u v : Fin 3 → ℝ) :
    bondEnergy J D u v =
      -J * (u 0 * v 0 + u 1 * v 1 + u 2 * v 2) - D * (u 0 * v 1 - u 1 * v 0) := by
  unfold bondEnergy
  rw [cross_apply]
  simp [dotProduct, Fin.sum_univ_three]
```

`spiral_cellEnergy` derives E(q) from the bonds, using the addition formulas and cos² + sin² = 1.

```lean
/-- A spiral of pitch `q` has the energy `-J cos q - D sin q` per site. -/
theorem spiral_cellEnergy (J D q : ℝ) (N : ℕ) :
    cellEnergy J D N (spiral q) = N * spiralEnergy J D q := by
  have hb : ∀ n, bondEnergy J D (spiral q n) (spiral q (n + 1)) = spiralEnergy J D q := by
    intro n
    have e : q * ((n + 1 : ℕ) : ℝ) = q * n + q := by push_cast; ring
    rw [bondEnergy_eq]
    change -J * (Real.cos (q * n) * Real.cos (q * ((n + 1 : ℕ) : ℝ))
      + Real.sin (q * n) * Real.sin (q * ((n + 1 : ℕ) : ℝ)) + 0 * 0)
      - D * (Real.cos (q * n) * Real.sin (q * ((n + 1 : ℕ) : ℝ))
      - Real.sin (q * n) * Real.cos (q * ((n + 1 : ℕ) : ℝ))) = _
    rw [e, Real.cos_add, Real.sin_add]
    unfold spiralEnergy
    linear_combination (-J * Real.cos q - D * Real.sin q) * Real.cos_sq_add_sin_sq (q * n)
  unfold cellEnergy
  rw [Finset.sum_congr rfl (fun n _ => hb n)]
  simp
```

In `spiral_fits_iff`, the x component at site N forces cos(qN) = 1; periodicity of sine and cosine gives the converse.

```lean
/-- A spiral fits a periodic cell of `N ≥ 1` sites exactly when its pitch is `2πk/N` for an
integer `k`. -/
theorem spiral_fits_iff {N : ℕ} (hN : 0 < N) (q : ℝ) :
    IsCellTexture N (spiral q) ↔ ∃ k : ℤ, q = 2 * π * k / N := by
  have hN0 : (N : ℝ) ≠ 0 := by positivity
  constructor
  · rintro ⟨_, h⟩
    have h0 : Real.cos (q * N) = 1 := by simpa [spiral] using congrFun (h 0) 0
    obtain ⟨k, hk⟩ := (Real.cos_eq_one_iff _).1 h0
    exact ⟨k, by rw [eq_div_iff hN0]; linarith⟩
  · rintro ⟨k, hq⟩
    have hqN : q * N = k * (2 * π) := by rw [hq, div_mul_cancel₀ _ hN0]; ring
    refine ⟨fun n => by simp [spiral, dotProduct, Fin.sum_univ_three, ← sq], fun n => ?_⟩
    have e : q * ((n + N : ℕ) : ℝ) = q * n + k * (2 * π) := by
      push_cast
      linear_combination hqN
    simp only [spiral, e, Real.cos_add_int_mul_two_pi, Real.sin_add_int_mul_two_pi]
```

`optimal_pitch` compares spirals only, not all textures of an infinite chain. Its step `hE` is the single-cosine identity.

```lean
/-- For `J, D > 0` and free pitch, the spiral `q = arctan (D/J)` has the lowest energy of all
spirals, and it lies strictly below the ferromagnet. -/
theorem optimal_pitch {J D : ℝ} (hJ : 0 < J) (hD : 0 < D) :
    (∀ q, spiralEnergy J D (Real.arctan (D / J)) ≤ spiralEnergy J D q) ∧
      spiralEnergy J D (Real.arctan (D / J)) < spiralEnergy J D 0 := by
  have hc := Real.cos_arctan_pos (D / J)
  have ht := Real.tan_arctan (D / J)
  rw [Real.tan_eq_sin_div_cos, div_eq_div_iff hc.ne' hJ.ne'] at ht
  generalize Real.arctan (D / J) = p at *
  -- the energy is a single cosine centred at the optimal pitch
  have hE : ∀ q, Real.cos p * spiralEnergy J D q = -(J * Real.cos (q - p)) := by
    intro q
    rw [Real.cos_sub]
    unfold spiralEnergy
    linear_combination Real.sin q * ht
  have hp := hE p
  rw [sub_self, Real.cos_zero] at hp
  constructor
  · intro q
    refine le_of_mul_le_mul_left ?_ hc
    rw [hp, hE q]
    nlinarith [mul_le_mul_of_nonneg_left (Real.cos_le_one (q - p)) hJ.le]
  · have h1 : 0 < Real.sin p * J := by rw [ht]; positivity
    have hs : 0 < Real.sin p := (mul_pos_iff_of_pos_right hJ).1 h1
    have hlt : Real.cos p < 1 := by
      nlinarith [Real.sin_sq_add_cos_sq p, pow_pos hs 2]
    refine lt_of_mul_lt_mul_left ?_ hc.le
    rw [hp, hE 0, zero_sub, Real.cos_neg]
    nlinarith [mul_lt_mul_of_pos_left hlt hJ]
```

## The polygon inequality

`weight_recursion` proves the positivity and the product formula for neighbouring weights, with θ = nφ.

```lean
/-- If `sin θ`, `sin (θ + φ)` and `cos φ` are positive, the weights `tan φ cot θ` and
`tan φ cot (θ + φ)` of neighbouring sites obey a two-term recursion. -/
theorem weight_recursion {θ φ : ℝ} (hs : 0 < Real.sin θ) (hs' : 0 < Real.sin (θ + φ))
    (hc : 0 < Real.cos φ) :
    0 < 1 + Real.tan φ * (Real.cos θ / Real.sin θ) ∧
      (1 + Real.tan φ * (Real.cos θ / Real.sin θ)) *
        (1 - Real.tan φ * (Real.cos (θ + φ) / Real.sin (θ + φ))) = 1 + Real.tan φ ^ 2 := by
  have h1 : 1 + Real.tan φ * (Real.cos θ / Real.sin θ)
      = Real.sin (θ + φ) / (Real.cos φ * Real.sin θ) := by
    rw [Real.sin_add, Real.tan_eq_sin_div_cos]
    field_simp
  have hk := Real.sin_sub (θ + φ) φ
  rw [add_sub_cancel_right] at hk
  have h2 : 1 - Real.tan φ * (Real.cos (θ + φ) / Real.sin (θ + φ))
      = Real.sin θ / (Real.cos φ * Real.sin (θ + φ)) := by
    rw [hk, Real.tan_eq_sin_div_cos]
    field_simp
  have h3 : 1 + Real.tan φ ^ 2 = (Real.cos φ ^ 2 + Real.sin φ ^ 2) / Real.cos φ ^ 2 := by
    rw [Real.tan_eq_sin_div_cos]
    field_simp
  rw [h2, h3, h1, Real.cos_sq_add_sin_sq]
  exact ⟨by positivity, by field_simp⟩
```

In the next theorem, `key` is the telescoped bound, proved by induction, and `hsq` is the completed square. `hsum` undoes the shift of the origin, and `hF0` adds the closing bond. The vertices need not lie on a circle, so projected spins of any length are allowed.

```lean
/-- For a closed planar polygon with `N ≥ 3` vertices, the summed chirality times `2 tan (π/N)` is
at most the sum of the squared edges. -/
theorem chirality_le_stiffness {N : ℕ} (hN : 3 ≤ N) (x y : ℕ → ℝ)
    (hx : x N = x 0) (hy : y N = y 0) :
    2 * Real.tan (π / N) * ∑ n ∈ range N, (x n * y (n + 1) - y n * x (n + 1)) ≤
      ∑ n ∈ range N, ((x (n + 1) - x n) ^ 2 + (y (n + 1) - y n) ^ 2) := by
  have hN3 : (3 : ℝ) ≤ N := by exact_mod_cast hN
  obtain ⟨φ, hφ⟩ : ∃ φ, φ = π / N := ⟨_, rfl⟩
  rw [← hφ]
  have hNφ : (N : ℝ) * φ = π := by rw [hφ, mul_div_cancel₀]; linarith
  have hφ0 : 0 < φ := by rw [hφ]; exact div_pos Real.pi_pos (by linarith)
  have h3 := mul_le_mul_of_nonneg_right hN3 hφ0.le
  have hC : 0 < Real.cos φ := Real.cos_pos_of_mem_Ioo ⟨by linarith, by linarith⟩
  have hS : 0 < Real.sin φ := Real.sin_pos_of_pos_of_lt_pi hφ0 (by linarith)
  have hsin : ∀ m : ℕ, 0 < m → m < N → 0 < Real.sin (m * φ) := fun m h0 h1 => by
    have h1' : (m : ℝ) < N := by exact_mod_cast h1
    exact Real.sin_pos_of_pos_of_lt_pi (by positivity)
      (by linarith [mul_lt_mul_of_pos_right h1' hφ0])
  have hone : Real.tan φ * (Real.cos φ / Real.sin φ) = 1 := by
    rw [Real.tan_eq_sin_div_cos]
    field_simp
  obtain ⟨w, hw⟩ : ∃ w : ℕ → ℝ, ∀ n : ℕ,
      w n = Real.tan φ * (Real.cos (n * φ) / Real.sin (n * φ)) := ⟨_, fun _ => rfl⟩
  -- bond terms, with the first vertex moved to the origin
  obtain ⟨F, hF⟩ : ∃ F : ℕ → ℝ, ∀ n, F n = (x (n + 1) - x n) ^ 2 + (y (n + 1) - y n) ^ 2
      - 2 * Real.tan φ * ((x n - x 0) * (y (n + 1) - y 0) - (y n - y 0) * (x (n + 1) - x 0)) :=
    ⟨_, fun _ => rfl⟩
  have key : ∀ m, m + 1 < N → w (m + 1) * ((x (m + 1) - x 0) ^ 2 + (y (m + 1) - y 0) ^ 2)
      ≤ ∑ n ∈ range (m + 1), F n := by
    intro m
    induction m with
    | zero =>
      intro _
      have e : ((0 + 1 : ℕ) : ℝ) * φ = φ := by simp
      rw [Finset.sum_range_succ, Finset.sum_range_zero, hF, hw, e, hone]
      exact le_of_eq (by ring)
    | succ m ih =>
      intro h
      have ih' := ih (by omega)
      have e : ((m + 1 + 1 : ℕ) : ℝ) * φ = ((m + 1 : ℕ) : ℝ) * φ + φ := by push_cast; ring
      have hr := weight_recursion (hsin (m + 1) (by omega) (by omega))
        (by rw [← e]; exact hsin (m + 1 + 1) (by omega) h) hC
      rw [← e, ← hw (m + 1), ← hw (m + 1 + 1)] at hr
      obtain ⟨hpos, hrec⟩ := hr
      rw [Finset.sum_range_succ, hF (m + 1)]
      generalize x (m + 1 + 1) = c, y (m + 1 + 1) = d, x (m + 1) = a, y (m + 1) = b at *
      -- complete the square on the new bond
      have hsq : 0 ≤ (1 + w (m + 1)) * ((c - a) ^ 2 + (d - b) ^ 2
          - 2 * Real.tan φ * ((a - x 0) * (d - y 0) - (b - y 0) * (c - x 0))
          + w (m + 1) * ((a - x 0) ^ 2 + (b - y 0) ^ 2)
          - w (m + 1 + 1) * ((c - x 0) ^ 2 + (d - y 0) ^ 2)) := by
        refine le_of_le_of_eq (add_nonneg
          (sq_nonneg ((1 + w (m + 1)) * (a - x 0) - ((c - x 0) + Real.tan φ * (d - y 0))))
          (sq_nonneg ((1 + w (m + 1)) * (b - y 0) - ((d - y 0) - Real.tan φ * (c - x 0))))) ?_
        linear_combination (-((c - x 0) ^ 2 + (d - y 0) ^ 2)) * hrec
      linarith [(mul_nonneg_iff_of_pos_left hpos).1 hsq]
  have hsum : ∑ n ∈ range N, F n =
      ∑ n ∈ range N, ((x (n + 1) - x n) ^ 2 + (y (n + 1) - y n) ^ 2)
      - 2 * Real.tan φ * ∑ n ∈ range N, (x n * y (n + 1) - y n * x (n + 1))
      - 2 * Real.tan φ * (y 0 * ∑ n ∈ range N, (x (n + 1) - x n)
        - x 0 * ∑ n ∈ range N, (y (n + 1) - y n)) := by
    simp only [Finset.mul_sum, ← Finset.sum_sub_distrib]
    exact Finset.sum_congr rfl (fun n _ => by rw [hF]; ring)
  rw [Finset.sum_range_sub x, Finset.sum_range_sub y, hx, hy] at hsum
  -- the last bond closes the polygon
  have hF0 : 0 ≤ ∑ n ∈ range N, F n := by
    obtain ⟨M, rfl⟩ : ∃ M, N = M + 1 + 1 := ⟨N - 2, by omega⟩
    have e : ((M + 1 : ℕ) : ℝ) * φ = π - φ := by
      push_cast at hNφ ⊢
      linarith
    have hk := key M (by omega)
    rw [hw, e, Real.cos_pi_sub, Real.sin_pi_sub, neg_div, mul_neg, hone] at hk
    rw [Finset.sum_range_succ, hF (M + 1), hx, hy]
    linarith
  linarith
```

## The threshold for spirals and for all textures

`ferromagnet_stable` bounds the energy of every texture of the cell. Its step `hb` drops the z differences, and the final case split is on the sign of C.

```lean
/-- For `J > 0`, `N ≥ 3` and `0 ≤ D ≤ J tan (π/N)`, no spin texture of the `N`-site periodic cell
has an energy below `-J` per site. -/
theorem ferromagnet_stable {J D : ℝ} {N : ℕ} (hJ : 0 < J) (hD : 0 ≤ D) (hN : 3 ≤ N)
    (h : D ≤ J * Real.tan (π / N)) {S : ℕ → Fin 3 → ℝ} (hS : IsCellTexture N S) :
    -(J * N) ≤ cellEnergy J D N S := by
  obtain ⟨hu, hp⟩ := hS
  have h0 : S N = S 0 := by simpa using hp 0
  have iso := chirality_le_stiffness hN (fun n => S n 0) (fun n => S n 1)
    (congrFun h0 0) (congrFun h0 1)
  have hA : 0 ≤ ∑ n ∈ range N, ((S (n + 1) 0 - S n 0) ^ 2 + (S (n + 1) 1 - S n 1) ^ 2) :=
    Finset.sum_nonneg (fun n _ => by positivity)
  -- drop the nonnegative stiffness of the z components
  have hb : ∑ n ∈ range N, (-J + J / 2 * ((S (n + 1) 0 - S n 0) ^ 2 + (S (n + 1) 1 - S n 1) ^ 2)
      - D * (S n 0 * S (n + 1) 1 - S n 1 * S (n + 1) 0)) ≤ cellEnergy J D N S := by
    unfold cellEnergy
    apply Finset.sum_le_sum
    intro n _
    have h1 := hu n
    have h2 := hu (n + 1)
    simp only [dotProduct, Fin.sum_univ_three] at h1 h2
    rw [bondEnergy_eq]
    have hz : 0 ≤ J / 2 * (S (n + 1) 2 - S n 2) ^ 2 := by positivity
    refine le_of_sub_nonneg (le_of_le_of_eq hz ?_)
    linear_combination (J / 2) * h1 + (J / 2) * h2
  rw [Finset.sum_sub_distrib, Finset.sum_add_distrib, ← Finset.mul_sum, ← Finset.mul_sum,
    Finset.sum_const, Finset.card_range, nsmul_eq_mul] at hb
  generalize (∑ n ∈ range N, (S n 0 * S (n + 1) 1 - S n 1 * S (n + 1) 0)) = C at iso hb
  rcases le_total 0 C with hC | hC
  · linarith [mul_le_mul_of_nonneg_right h hC, mul_le_mul_of_nonneg_left iso hJ.le]
  · linarith [mul_nonneg hD (neg_nonneg.2 hC), mul_nonneg hJ.le hA]
```

In `spiral_below_iff`, a fitting spiral below the ferromagnet would contradict this bound if D/J ≤ tan(π/N). The converse uses k = 1 and the double-angle formulas.

```lean
/-- For `J > 0`, `D ≥ 0` and `N ≥ 3`, some spiral `q = 2πk/N` lies below the ferromagnet exactly
when `tan (π/N) < D/J`. -/
theorem spiral_below_iff {J D : ℝ} {N : ℕ} (hJ : 0 < J) (hD : 0 ≤ D) (hN : 3 ≤ N) :
    (∃ k : ℤ, spiralEnergy J D (2 * π * k / N) < spiralEnergy J D 0) ↔
      Real.tan (π / N) < D / J := by
  have hN3 : (3 : ℝ) ≤ N := by exact_mod_cast hN
  have hNpos : (0 : ℝ) < N := by linarith
  have hE0 : spiralEnergy J D 0 = -J := by simp [spiralEnergy]
  rw [hE0]
  constructor
  · rintro ⟨k, hk⟩
    by_contra hlt
    have h := not_lt.1 hlt
    rw [div_le_iff₀ hJ] at h
    have hst := ferromagnet_stable hJ hD hN (by linarith)
      ((spiral_fits_iff (by omega) _).2 ⟨k, rfl⟩)
    rw [spiral_cellEnergy] at hst
    linarith [mul_lt_mul_of_pos_left hk hNpos]
  · intro h
    -- one full turn per cell is enough
    refine ⟨1, ?_⟩
    have e : 2 * π * ((1 : ℤ) : ℝ) / N = 2 * (π / N) := by push_cast; ring
    rw [e]
    have hφ0 : 0 < π / N := div_pos Real.pi_pos hNpos
    have hφ2 : π / N < π / 2 := div_lt_div_of_pos_left Real.pi_pos (by norm_num) (by linarith)
    have hC : 0 < Real.cos (π / N) := Real.cos_pos_of_mem_Ioo ⟨by linarith, hφ2⟩
    have hS : 0 < Real.sin (π / N) := Real.sin_pos_of_pos_of_lt_pi hφ0 (by linarith)
    rw [lt_div_iff₀ hJ, Real.tan_eq_sin_div_cos, div_mul_eq_mul_div, div_lt_iff₀ hC] at h
    unfold spiralEnergy
    rw [Real.cos_two_mul, Real.sin_two_mul, Real.cos_sq']
    linarith [mul_lt_mul_of_pos_left h hS]
```

`texture_below_iff` lets `S` range over all textures of the cell, including those that leave the plane. The reference `spiral 0` is the ferromagnet along x. At equality in the threshold the k = 1 spiral is degenerate with it, so the ferromagnet need not be the only minimum.

```lean
/-- For `J > 0`, `D ≥ 0` and `N ≥ 3`, some spin texture of the `N`-site periodic cell, spiral or
not, lies below the ferromagnet exactly when `tan (π/N) < D/J`. -/
theorem texture_below_iff {J D : ℝ} {N : ℕ} (hJ : 0 < J) (hD : 0 ≤ D) (hN : 3 ≤ N) :
    (∃ S, IsCellTexture N S ∧ cellEnergy J D N S < cellEnergy J D N (spiral 0)) ↔
      Real.tan (π / N) < D / J := by
  have hNpos : (0 : ℝ) < N := by exact_mod_cast (by omega : 0 < N)
  constructor
  · rintro ⟨S, hS, hlow⟩
    by_contra hlt
    have h := not_lt.1 hlt
    rw [div_le_iff₀ hJ] at h
    have hst := ferromagnet_stable hJ hD hN (by linarith) hS
    have hE0 : spiralEnergy J D 0 = -J := by simp [spiralEnergy]
    rw [spiral_cellEnergy, hE0] at hlow
    linarith
  · intro h
    obtain ⟨k, hk⟩ := (spiral_below_iff hJ hD hN).2 h
    refine ⟨spiral (2 * π * k / N), (spiral_fits_iff (by omega) _).2 ⟨k, rfl⟩, ?_⟩
    rw [spiral_cellEnergy, spiral_cellEnergy]
    exact mul_lt_mul_of_pos_left hk hNpos

end

end ChiralSpiralSupercell
```

```lean
#print axioms ChiralSpiralSupercell.optimal_pitch
-- 'ChiralSpiralSupercell.optimal_pitch' depends on axioms: [propext, Classical.choice, Quot.sound]
#print axioms ChiralSpiralSupercell.texture_below_iff
-- 'ChiralSpiralSupercell.texture_below_iff' depends on axioms: [propext, Classical.choice, Quot.sound]
```
